# An annihilator acting on a string of creators over its vacuum gives an alternating sum of single contractions

The lemma concerns an operator `c` that kills a vector `w`, and a string of `n + 1` operators `b j` applied to `w`, where the anticommutator of `c` with each `b j` is a number `s j` times the identity. It states that `c` acting on the whole string gives a sum over `j`, counted from zero, in which `b j` is removed from the string and the rest is multiplied by `(-1) ^ j * s j`. All operators are linear maps on a complex vector space; no inner product is used, `w` need not be normalised, and the `b j` need not anticommute with one another. The proof is by induction on the length of the string: it moves `c` past the first creator and applies the induction hypothesis to the shorter string that is left.

In Lean, a first try:

```lean
import Mathlib

open Matrix

namespace WickDeterminant

noncomputable section

variable {V : Type*} [AddCommGroup V] [Module ℂ V]
variable {H : Type*} [NormedAddCommGroup H] [InnerProductSpace ℂ H]
variable {n : ℕ}

/-- The ordered string of creators `b₁ b₂ … bₙ`. -/
def fill (b : Fin n → Module.End ℂ V) : Module.End ℂ V := (List.ofFn b).prod

/-- The first creator of the string acts last. -/
theorem fill_succ (b : Fin (n + 1) → Module.End ℂ V) (x : V) :
    fill b x = b 0 (fill (fun i => b i.succ) x) := by
  simp [fill, List.ofFn_succ]

/-- An annihilator acting on a string of creators over its vacuum gives the alternating sum
of single contractions, each with the contracted creator removed. -/
theorem annihilate_fill (c : Module.End ℂ V) (w : V) (hw : c w = 0)
    (b : Fin (n + 1) → Module.End ℂ V) (s : Fin (n + 1) → ℂ)
    (h : ∀ j, c * b j + b j * c = s j • 1) :
    c (fill b w) =
      ∑ j : Fin (n + 1), ((-1) ^ (j : ℕ) * s j) • fill (fun i => b (j.succAbove i)) w := by
  -- the anticommutator, read as a rule for moving `c` to the right
  have move : ∀ j x, c (b j x) = s j • x - b j (c x) := by
    intro j x
    have e := LinearMap.congr_fun (h j) x
    simp only [LinearMap.add_apply, Module.End.mul_apply, LinearMap.smul_apply,
      Module.End.one_apply] at e
    exact eq_sub_of_add_eq e
  induction n with
  | zero =>
    rw [fill_succ, move]
    simp [fill, hw]
  | succ n ih =>
    rw [fill_succ, move, ih (fun i => b i.succ) (fun i => s i.succ) (fun j => h j.succ)
      (fun j => move j.succ), Fin.sum_univ_succ, map_sum, sub_eq_add_neg,
      ← Finset.sum_neg_distrib]
    congr 1
    · simp
    · refine Finset.sum_congr rfl fun k _ => ?_
      rw [fill_succ (fun i => b (k.succ.succAbove i))]
      simp [pow_succ]

end

end WickDeterminant
```

Messages:

```
Main.lean:41:49: error: Tactic `rewrite` failed: Did not find an occurrence of the pattern
  ?g (∑ x ∈ ?s, ?f x)
in the target expression
  s 0 • (fill fun i => b i.succ) w -
      (b 0)
        (((-1) ^ ↑0 * s (Fin.succ 0)) • (fill fun i => b (Fin.succAbove 0 i).succ) w +
          ∑ i, ((-1) ^ ↑i.succ * s i.succ.succ) • (fill fun i_1 => b (i.succ.succAbove i_1).succ) w) =
    ∑ j, ((-1) ^ ↑j * s j) • (fill fun i => b (j.succAbove i)) w

case succ
V : Type u_1
inst✝¹ : AddCommGroup V
inst✝ : Module ℂ V
n✝ : ℕ
c : Module.End ℂ V
w : V
hw : c w = 0
n : ℕ
ih :
  ∀ (b : Fin (n + 1) → Module.End ℂ V) (s : Fin (n + 1) → ℂ),
    (∀ (j : Fin (n + 1)), c * b j + b j * c = s j • 1) →
      (∀ (j : Fin (n + 1)) (x : V), c ((b j) x) = s j • x - (b j) (c x)) →
        c ((fill b) w) = ∑ j, ((-1) ^ ↑j * s j) • (fill fun i => b (j.succAbove i)) w
b : Fin (n + 1 + 1) → Module.End ℂ V
s : Fin (n + 1 + 1) → ℂ
h : ∀ (j : Fin (n + 1 + 1)), c * b j + b j * c = s j • 1
move : ∀ (j : Fin (n + 1 + 1)) (x : V), c ((b j) x) = s j • x - (b j) (c x)
⊢ s 0 • (fill fun i => b i.succ) w -
      (b 0)
        (((-1) ^ ↑0 * s (Fin.succ 0)) • (fill fun i => b (Fin.succAbove 0 i).succ) w +
          ∑ i, ((-1) ^ ↑i.succ * s i.succ.succ) • (fill fun i_1 => b (i.succ.succAbove i_1).succ) w) =
    ∑ j, ((-1) ^ ↑j * s j) • (fill fun i => b (j.succAbove i)) w
```

The mended proof, as a diff:

```diff
@@ -38,6 +38,6 @@
     simp [fill, hw]
   | succ n ih =>
-    rw [fill_succ, move, ih (fun i => b i.succ) (fun i => s i.succ) (fun j => h j.succ)
-      (fun j => move j.succ), Fin.sum_univ_succ, map_sum, sub_eq_add_neg,
+    rw [Fin.sum_univ_succ, fill_succ b, move, ih (fun i => b i.succ) (fun i => s i.succ)
+      (fun j => h j.succ) (fun j => move j.succ), map_sum, sub_eq_add_neg,
       ← Finset.sum_neg_distrib]
     congr 1
```

Diagnosis. The error says that `map_sum` found no map applied directly to a sum over an index. The step before it, `Fin.sum_univ_succ`, splits off the first term of a sum, and was needed on the right-hand side of the goal. But `ih` had just put another sum on the left, inside `b 0`, and the rewrite took that one. This left `b 0` applied to a single term plus a shorter sum, which `map_sum` does not match, while the sum on the right was still whole.

The repair runs `Fin.sum_univ_succ` first, when the right-hand sum is the only one in the goal. The sum that `ih` later brings in then stays whole, and `map_sum` can carry `b 0` through it. Splitting early also brings a second string of creators into the open, the one with `b 0` removed, so `fill_succ b` now names the full string as the one to unfold. The moved line break is only tidying.
